# Degree bound for products of at most m of four differential operators applied to the constant polynomial 1

The lemma concerns four linear operators on polynomials in X with rational coefficients: with D = d/dX, they are XD, X, −DXD and −1 − XD. An operator is said here to have body-rank at most m if it is a linear combination, with rational coefficients, of products of at most m of these four, the empty product being the identity. The lemma says that such an operator sends the constant polynomial 1 to a polynomial of degree at most m, where the zero polynomial is given degree 0. The proof is meant to bound the rise in degree under each of the four by one, then use induction on the length of a product, and finally pass to linear combinations.

The first attempt, which Lean rejects:

```lean
import Mathlib

open Polynomial

namespace NatDegreeApplyOneLe

variable {R A n : Type*} [CommRing R] [Ring A] [Algebra R A]

/-- The ordered product of the excitation operators listed in `w`; the empty product is `1`. -/
def stringProd (E : n → n → A) (w : List (n × n)) : A :=
  (w.map fun i => E i.1 i.2).prod

variable (R) in
/-- The space `U_k` of operators of body-rank at most `k`: the span of all products of at most
`k` excitation operators. -/
def rankSpace (E : n → n → A) (k : ℕ) : Submodule R A :=
  Submodule.span R {x | ∃ w : List (n × n), w.length ≤ k ∧ stringProd E w = x}

/-- Multiplication by `X` on rational polynomials. -/
noncomputable def mulX : Module.End ℚ ℚ[X] := LinearMap.mulLeft ℚ X

/-- Differentiation of rational polynomials. -/
noncomputable def der : Module.End ℚ ℚ[X] := derivative

/-- Four operators on polynomials, with `D = d/dX`: `E_00 = X D`, `E_01 = X`, `E_10 = -D X D`
and `E_11 = -1 - X D`. -/
noncomputable def polyE : Fin 2 → Fin 2 → Module.End ℚ ℚ[X] :=
  ![![mulX * der, mulX], ![-(der * mulX * der), -1 - mulX * der]]

/-- An operator of body-rank at most `m` built from `polyE` sends the constant polynomial `1` to
a polynomial of degree at most `m`. -/
theorem natDegree_apply_one_le {m : ℕ} {T : Module.End ℚ ℚ[X]}
    (hT : T ∈ rankSpace ℚ polyE m) : (T 1).natDegree ≤ m := by
  have hd : ∀ g : ℚ[X], (derivative g).natDegree ≤ g.natDegree - 1 := natDegree_derivative_le
  have hX : ∀ g : ℚ[X], (X * g).natDegree ≤ g.natDegree + 1 := by
    intro g
    have h := natDegree_mul_le (p := (X : ℚ[X])) (q := g)
    rw [natDegree_X] at h
    omega
  -- each operator raises the degree by at most one
  have step : ∀ p q f, (polyE p q f).natDegree ≤ f.natDegree + 1 := by
    intro p q f
    have h1 := hd f
    have h2 := hX (derivative f)
    fin_cases p <;> fin_cases q
    · change (X * derivative f).natDegree ≤ _
      omega
    · exact hX f
    · change (-derivative (X * derivative f)).natDegree ≤ _
      have h3 := hd (X * derivative f)
      rw [natDegree_neg]
      omega
    · change (-f - X * derivative f).natDegree ≤ _
      refine (natDegree_sub_le _ _).trans (max_le ?_ ?_)
      · rw [natDegree_neg]; omega
      · omega
  have key : ∀ w, (stringProd polyE w 1).natDegree ≤ w.length := by
    intro w
    induction w with
    | nil => simp [stringProd]
    | cons i w ih =>
      have hc : stringProd polyE (i :: w) = polyE i.1 i.2 * stringProd polyE w := by
        simp [stringProd]
      rw [hc, Module.End.mul_apply, List.length_cons]
      exact (step _ _ _).trans (Nat.succ_le_succ ih)
  unfold rankSpace at hT
  induction hT using Submodule.span_induction with
  | mem x hx =>
    obtain ⟨w, hw, rfl⟩ := hx
    exact (key w).trans hw
  | zero => simp
  | add a b _ _ ha hb => exact (natDegree_add_le _ _).trans (max_le ha hb)
  | smul c a _ ha => exact (natDegree_smul_le c (a 1)).trans ha

end NatDegreeApplyOneLe
```

The error:

```
Main.lean:49:6: error: (deterministic) timeout at `whnf`, maximum number of heartbeats (200000) has been reached

Note: Use `set_option maxHeartbeats <num>` to set the limit.

Hint: Additional diagnostic information may be available using the `set_option diagnostics true` command.
Main.lean:41:68: error: (deterministic) timeout at `«tactic execution»`, maximum number of heartbeats (200000) has been reached

Note: Use `set_option maxHeartbeats <num>` to set the limit.

Hint: Additional diagnostic information may be available using the `set_option diagnostics true` command.
Main.lean:30:0: error: (deterministic) timeout at `whnf`, maximum number of heartbeats (200000) has been reached

Note: Use `set_option maxHeartbeats <num>` to set the limit.

Hint: Additional diagnostic information may be available using the `set_option diagnostics true` command.
```

Cause. The first message points to the `change` in the third case of `step`, the one for −DXD. There `change` asks Lean to check that `polyE 1 0 f` is by definition `-derivative (X * derivative f)`. Lean has to find this by unfolding the table `polyE` and the operations on operators and polynomials, and it ran out of heartbeats while reducing terms (`whnf`). The limit covers the whole declaration, so earlier steps had used part of it. The other two messages report the same exhausted limit at the enclosing proof of `step` and at the theorem; they don't show separate mathematical errors.

The repair proves a formula for each operator, `e00` to `e11`, with `simp`. It unfolds only the named definitions `polyE`, `mulX` and `der`, and uses library lemmas for how products, negatives and differences of operators act on a polynomial. The cases then rewrite with these formulas, so the costly check made by `change` is no longer needed. `Fin.forall_fin_two` replaces `fin_cases` and gives goals with the indices written as `0` and `1`, as in the formulas, so `rw` can match them. Since `f` is now introduced separately in each case, `h1` and `h2` are stated in the cases that use them. The degree estimates themselves are unchanged.

The change, after which it compiles:

```diff
@@ -40,16 +40,28 @@
   -- each operator raises the degree by at most one
   have step : ∀ p q f, (polyE p q f).natDegree ≤ f.natDegree + 1 := by
-    intro p q f
-    have h1 := hd f
-    have h2 := hX (derivative f)
-    fin_cases p <;> fin_cases q
-    · change (X * derivative f).natDegree ≤ _
+    have e00 : ∀ f, polyE 0 0 f = X * derivative f := by
+      intro f; simp [polyE, mulX, der]
+    have e01 : ∀ f, polyE 0 1 f = X * f := by
+      intro f; simp [polyE, mulX]
+    have e10 : ∀ f, polyE 1 0 f = -derivative (X * derivative f) := by
+      intro f; simp [polyE, mulX, der]
+    have e11 : ∀ f, polyE 1 1 f = -f - X * derivative f := by
+      intro f; simp [polyE, mulX, der]
+    refine Fin.forall_fin_two.mpr ⟨Fin.forall_fin_two.mpr ⟨fun f => ?_, fun f => ?_⟩,
+      Fin.forall_fin_two.mpr ⟨fun f => ?_, fun f => ?_⟩⟩
+    · have h1 := hd f
+      have h2 := hX (derivative f)
+      rw [e00]
       omega
-    · exact hX f
-    · change (-derivative (X * derivative f)).natDegree ≤ _
+    · rw [e01]
+      exact hX f
+    · have h1 := hd f
+      have h2 := hX (derivative f)
       have h3 := hd (X * derivative f)
-      rw [natDegree_neg]
+      rw [e10, natDegree_neg]
       omega
-    · change (-f - X * derivative f).natDegree ≤ _
+    · have h1 := hd f
+      have h2 := hX (derivative f)
+      rw [e11]
       refine (natDegree_sub_le _ _).trans (max_le ?_ ?_)
       · rw [natDegree_neg]; omega
```
